# Two Hermitian matrices commute exactly when one unitary diagonalises both

Take two observables on a two-state system, with rows and columns numbered from 0 as in the code:

$$A=\begin{pmatrix}1&0\\0&1\end{pmatrix},\qquad B=\begin{pmatrix}0&1\\1&0\end{pmatrix}.$$

They commute. The standard basis diagonalises $A$ but not $B$. Since $A$ is degenerate, however, every nonzero vector is an eigenvector of it, and we are free to choose eigenvectors of $B$. The normalised choice $(1,1)/\sqrt2$ and $(1,-1)/\sqrt2$ gives the columns of

$$W=\frac1{\sqrt2}\begin{pmatrix}1&1\\1&-1\end{pmatrix},\qquad W^\dagger AW=\begin{pmatrix}1&0\\0&1\end{pmatrix},\qquad W^\dagger BW=\begin{pmatrix}1&0\\0&-1\end{pmatrix}.$$

The general argument does the same: it looks for eigenvectors of $B$ inside an eigenspace of $A$.

## States, overlaps and diagonal form

A state is represented by a nonzero vector in $\mathbb C^n$, which is written `Fin n → ℂ` in Lean, and an observable is a Hermitian $n\times n$ matrix. The overlap is $\langle v|w\rangle=\sum_i \overline{v_i}\,w_i$, conjugate-linear in its first argument; in Lean it is `star v ⬝ᵥ w`. The symbol `ᴴ` is the dagger, and `*ᵥ` applies a matrix to a vector.

```lean
import Mathlib

open Matrix

namespace SimultaneousEigenvectors
```

A matrix $W$ brings $M$ to diagonal form when $(W^\dagger MW)_{ij}=0$ for all $i\ne j$.

```lean
/-- The matrix `W† M W` is diagonal. Here `W` is any square matrix, not necessarily unitary. -/
def Diagonalizes {n : ℕ} (W M : Matrix (Fin n) (Fin n) ℂ) : Prop :=
  (Wᴴ * M * W).IsDiag
```

This definition does not require $W$ to be unitary. The theorems state that condition separately, as membership in `Matrix.unitaryGroup`.

## An eigenvector inside an invariant subspace

Let $K\neq\{0\}$ be a subspace with $MK\subseteq K$. Restricted to $K$, $M$ is a linear map on a nonzero finite-dimensional complex space. Its characteristic polynomial has a root $c$, so the restriction minus $c$ is singular, and some nonzero $x\in K$ satisfies $Mx=cx$.

```lean
/-- A complex matrix that maps a nonzero subspace into itself has an eigenvector in that subspace.
-/
theorem exists_eigenvector_mem {n : ℕ} (M : Matrix (Fin n) (Fin n) ℂ)
    (K : Submodule ℂ (Fin n → ℂ)) (hK : K ≠ ⊥) (hM : ∀ x ∈ K, M *ᵥ x ∈ K) :
    ∃ c : ℂ, ∃ x ∈ K, x ≠ 0 ∧ M *ᵥ x = c • x := by
  have : Nontrivial K := Submodule.nontrivial_iff_ne_bot.mpr hK
  let f : Module.End ℂ K := (Matrix.mulVecLin M).restrict (fun x hx => hM x hx)
  obtain ⟨c, hc⟩ := Module.End.exists_eigenvalue f
  obtain ⟨x, hx⟩ := hc.exists_hasEigenvector
  exact ⟨c, (x : Fin n → ℂ), x.2, fun h => hx.2 (Subtype.ext h),
    congrArg Subtype.val hx.apply_eq_smul⟩
```

The map `f` is the restriction. Mathlib supplies its eigenvalue, and the last line reads the eigenvector equation in $K$ as one in $\mathbb C^n$. Hermiticity plays no part yet.

## A common eigenvector from commutation

Suppose $AB=BA$ and both matrices map $K\ne\{0\}$ into itself. The previous step gives an eigenvalue $a$ of $A$ with an eigenvector in $K$, so

$$L=\{y\in K: Ay=ay\}$$

is not zero. For $y\in L$, the vector $By$ lies in $K$, and

$$A(By)=B(Ay)=a\,(By).$$

Hence $B$ maps $L$ into itself and has an eigenvector there, which is also an eigenvector of $A$.

```lean
/-- Two commuting complex matrices that both map a nonzero subspace into itself have a common
eigenvector in that subspace. -/
theorem exists_common_eigenvector_mem {n : ℕ} {A B : Matrix (Fin n) (Fin n) ℂ}
    (hAB : A * B = B * A) (K : Submodule ℂ (Fin n → ℂ)) (hK : K ≠ ⊥)
    (hA : ∀ x ∈ K, A *ᵥ x ∈ K) (hB : ∀ x ∈ K, B *ᵥ x ∈ K) :
    ∃ a b : ℂ, ∃ x ∈ K, x ≠ 0 ∧ A *ᵥ x = a • x ∧ B *ᵥ x = b • x := by
  obtain ⟨a, x, hxK, hx0, hx⟩ := exists_eigenvector_mem A K hK hA
  -- the part of the eigenspace of `A` that lies in `K`
  let L : Submodule ℂ (Fin n → ℂ) := K ⊓ LinearMap.ker (A.mulVecLin - a • LinearMap.id)
  have hmem : ∀ y, y ∈ L ↔ y ∈ K ∧ A *ᵥ y = a • y := by
    intro y
    simp [L, sub_eq_zero]
  have hL : L ≠ ⊥ := by
    intro h
    have hxL := (hmem x).2 ⟨hxK, hx⟩
    rw [h] at hxL
    exact hx0 ((Submodule.mem_bot ℂ).1 hxL)
  -- `B` preserves it, because `A` and `B` commute
  obtain ⟨b, y, hyL, hy0, hy⟩ := exists_eigenvector_mem B L hL (by
    intro y hy
    obtain ⟨hyK, hya⟩ := (hmem y).1 hy
    refine (hmem _).2 ⟨hB y hyK, ?_⟩
    rw [Matrix.mulVec_mulVec, hAB, ← Matrix.mulVec_mulVec, hya, Matrix.mulVec_smul])
  exact ⟨a, b, y, ((hmem y).1 hyL).1, hy0, ((hmem y).1 hyL).2, hy⟩
```

The helper `hmem` spells out membership in $L$, and the final `rw` inside the second `obtain` is the displayed computation.

## Hermitian matrices preserve orthogonality to an eigenvector

Let $M=M^\dagger$, $Mv=cv$ and $\langle v|x\rangle=0$. Then

$$\langle v|Mx\rangle=\langle Mv|x\rangle=\overline c\,\langle v|x\rangle=0.$$

```lean
/-- A Hermitian matrix maps vectors orthogonal to one of its eigenvectors to vectors that are
again orthogonal to it. -/
theorem orthogonal_invariant {n : ℕ} {M : Matrix (Fin n) (Fin n) ℂ} (hM : M.IsHermitian)
    {v x : Fin n → ℂ} {c : ℂ} (hv : M *ᵥ v = c • v) (hx : star v ⬝ᵥ x = 0) :
    star v ⬝ᵥ (M *ᵥ x) = 0 := by
  have h : star v ᵥ* M = star c • star v := by
    rw [← star_smul, ← hv, Matrix.star_mulVec, hM.eq]
  rw [Matrix.dotProduct_mulVec, h, smul_dotProduct, hx, smul_zero]
```

Here `h` is the row-vector equation $v^\dagger M=\overline c\,v^\dagger$. The proof does not need to know that $c$ is real.

## Normalising a state

For $x\neq0$, the number $s=\sum_i|x_i|^2$ is positive. Put $t=\sqrt s$ and $r=1/t$. Then

$$\langle rx|rx\rangle=r^2s=\frac{t^2}{t^2}=1.$$

```lean
/-- Every nonzero state vector can be normalised. -/
theorem exists_normalization {n : ℕ} {x : Fin n → ℂ} (hx : x ≠ 0) :
    ∃ r : ℂ, star (r • x) ⬝ᵥ (r • x) = 1 := by
  have hs : star x ⬝ᵥ x = ((∑ i, Complex.normSq (x i) : ℝ) : ℂ) := by
    rw [Complex.ofReal_sum, dotProduct]
    exact Finset.sum_congr rfl fun i _ => Complex.normSq_eq_conj_mul_self.symm
  obtain ⟨i, hi⟩ := Function.ne_iff.1 hx
  have hpos : 0 < ∑ i, Complex.normSq (x i) :=
    Finset.sum_pos' (fun i _ => Complex.normSq_nonneg _)
      ⟨i, Finset.mem_univ i, Complex.normSq_pos.2 hi⟩
  obtain ⟨t, ht, hts⟩ : ∃ t : ℝ, t ≠ 0 ∧ t * t = ∑ i, Complex.normSq (x i) :=
    ⟨Real.sqrt _, (Real.sqrt_pos.2 hpos).ne', Real.mul_self_sqrt hpos.le⟩
  have key : t⁻¹ * (t⁻¹ * (t * t)) = 1 := by field_simp
  refine ⟨((t⁻¹ : ℝ) : ℂ), ?_⟩
  rw [star_smul, smul_dotProduct, dotProduct_smul, hs, ← hts]
  simp only [smul_eq_mul, Complex.star_def, Complex.conj_ofReal]
  exact_mod_cast key
```

The lemma `hs` identifies the complex overlap with the real sum $s$, and `key` is the cancellation in real numbers.

## Collecting orthonormal common eigenvectors

Let $A$ and $B$ be commuting Hermitian matrices. We build $k$ orthonormal common eigenvectors by induction on $k\le n$. For $k=0$ there is nothing to find.

Suppose $v_0,\dots,v_{k-1}$ have been found and $k+1\le n$. Let $K$ be the space of vectors orthogonal to all of them. It is the kernel of the $k\times n$ matrix whose rows are $v_i^\dagger$, so

$$\dim K\ge n-k\ge1.$$

Both $A$ and $B$ preserve $K$, because each $v_i$ is an eigenvector of both. So $K$ contains a common eigenvector $x$, with $Ax=ax$ and $Bx=bx$. Its normalised multiple $u=rx$ satisfies

$$\langle v_i|u\rangle=0,\qquad \langle u|v_i\rangle=\overline{\langle v_i|u\rangle}=0,\qquad Au=au,\qquad Bu=bu.$$

Adding $u$ to the list gives $k+1$ vectors.

```lean
/-- Two commuting Hermitian `n` by `n` matrices have `k` orthonormal common eigenvectors for
every `k ≤ n`. -/
theorem exists_orthonormal_common {n : ℕ} {A B : Matrix (Fin n) (Fin n) ℂ}
    (hA : A.IsHermitian) (hB : B.IsHermitian) (hAB : A * B = B * A) (k : ℕ) (hk : k ≤ n) :
    ∃ v : Fin k → Fin n → ℂ, (∀ i j, star (v i) ⬝ᵥ v j = if i = j then 1 else 0) ∧
      ∀ i, ∃ a b : ℂ, A *ᵥ v i = a • v i ∧ B *ᵥ v i = b • v i := by
  induction k with
  | zero => exact ⟨fun i => i.elim0, fun i => i.elim0, fun i => i.elim0⟩
  | succ k ih =>
    obtain ⟨v, hv, hev⟩ := ih (by omega)
    -- the orthogonal complement of the eigenvectors found so far
    let P : Matrix (Fin k) (Fin n) ℂ := Matrix.of fun i j => star (v i j)
    let K : Submodule ℂ (Fin n → ℂ) := LinearMap.ker P.mulVecLin
    have hmem : ∀ x, x ∈ K ↔ ∀ i, star (v i) ⬝ᵥ x = 0 := fun x =>
      ⟨fun h i => congrFun (LinearMap.mem_ker.1 h) i,
        fun h => LinearMap.mem_ker.2 (funext h)⟩
    have hK : K ≠ ⊥ := LinearMap.ker_ne_bot_of_finrank_lt (by
      rw [Module.finrank_fin_fun, Module.finrank_fin_fun]
      omega)
    obtain ⟨a, b, x, hxK, hx0, hxa, hxb⟩ := exists_common_eigenvector_mem hAB K hK
      (fun x hx => (hmem _).2 fun i =>
        let ⟨_, _, ha, _⟩ := hev i
        orthogonal_invariant hA ha ((hmem x).1 hx i))
      (fun x hx => (hmem _).2 fun i =>
        let ⟨_, _, _, hb⟩ := hev i
        orthogonal_invariant hB hb ((hmem x).1 hx i))
    obtain ⟨r, hr⟩ := exists_normalization hx0
    have hort : ∀ i, star (v i) ⬝ᵥ (r • x) = 0 := (hmem _).1 (K.smul_mem r hxK)
    have hort' : ∀ i, star (r • x) ⬝ᵥ v i = 0 := fun i => by
      rw [Matrix.star_dotProduct, hort i, star_zero]
    refine ⟨Fin.cons (r • x) v, fun i j => ?_, fun i => ?_⟩
    · induction i using Fin.cases with
      | zero =>
        induction j using Fin.cases with
        | zero => rw [if_pos rfl]; exact hr
        | succ j => rw [if_neg (Fin.succ_ne_zero j).symm]; exact hort' j
      | succ i =>
        induction j using Fin.cases with
        | zero => rw [if_neg (Fin.succ_ne_zero i)]; exact hort i
        | succ j => simpa using hv i j
    · induction i using Fin.cases with
      | zero =>
        exact ⟨a, b, by rw [Fin.cons_zero, Matrix.mulVec_smul, hxa, smul_comm],
          by rw [Fin.cons_zero, Matrix.mulVec_smul, hxb, smul_comm]⟩
      | succ i => exact hev i
```

`Fin.cons` puts the new vector at index 0 and moves the old ones up by one. The nested cases then check the overlaps new–new, new–old, old–new and old–old, followed by the eigenvector equations.

## Products in the new basis

For unitary $W$, the factor $WW^\dagger=1$ disappears from the middle of a product:

$$(W^\dagger AW)(W^\dagger BW)=W^\dagger A(WW^\dagger)BW=W^\dagger(AB)W.$$

```lean
/-- Products can be formed before or after a unitary change of basis. -/
theorem conj_mul_conj {n : ℕ} {W : Matrix (Fin n) (Fin n) ℂ}
    (hW : W ∈ Matrix.unitaryGroup (Fin n) ℂ) (A B : Matrix (Fin n) (Fin n) ℂ) :
    (Wᴴ * A * W) * (Wᴴ * B * W) = Wᴴ * (A * B) * W := by
  have h : W * Wᴴ = 1 := Matrix.mem_unitaryGroup_iff.1 hW
  calc (Wᴴ * A * W) * (Wᴴ * B * W) = Wᴴ * A * (W * Wᴴ) * B * W := by noncomm_ring
    _ = Wᴴ * (A * B) * W := by rw [h, mul_one, mul_assoc Wᴴ A B]
```

## The equivalence

Assume first that $AB=BA$, and take $n$ orthonormal common eigenvectors $v_0,\dots,v_{n-1}$ as columns: $W_{ij}=(v_j)_i$. Then

$$(W^\dagger W)_{ij}=\langle v_i|v_j\rangle=\delta_{ij},$$

so the square matrix $W$ is unitary. If $M$ is $A$ or $B$, with $Mv_j=c_jv_j$, then

$$(W^\dagger MW)_{ij}=\langle v_i|Mv_j\rangle=c_j\delta_{ij}.$$

Conversely, suppose that a unitary $W$ makes both $W^\dagger AW$ and $W^\dagger BW$ diagonal. Diagonal matrices commute, since their entries multiply as numbers. By the product rule,

$$W^\dagger(AB)W=W^\dagger(BA)W.$$

Multiplying by $W$ on the left and $W^\dagger$ on the right gives $AB=BA$.

```lean
/-- Two Hermitian matrices commute if and only if a single unitary matrix diagonalises both. -/
theorem commute_iff_simultaneously_diagonalizable {n : ℕ} {A B : Matrix (Fin n) (Fin n) ℂ}
    (hA : A.IsHermitian) (hB : B.IsHermitian) :
    A * B = B * A ↔
      ∃ W ∈ Matrix.unitaryGroup (Fin n) ℂ, Diagonalizes W A ∧ Diagonalizes W B := by
  constructor
  · intro hAB
    obtain ⟨v, hv, hev⟩ := exists_orthonormal_common hA hB hAB n le_rfl
    -- the common eigenvectors are the columns of `W`
    let W : Matrix (Fin n) (Fin n) ℂ := Matrix.of fun i j => v j i
    have hW : Wᴴ * W = 1 := by
      ext i j
      rw [Matrix.mul_apply, Matrix.one_apply, ← hv i j]
      rfl
    have hdiag : ∀ M : Matrix (Fin n) (Fin n) ℂ,
        (∀ j, ∃ c : ℂ, M *ᵥ v j = c • v j) → Diagonalizes W M := by
      intro M hM i j hij
      obtain ⟨c, hc⟩ := hM j
      have h : (Wᴴ * M * W) i j = star (v i) ⬝ᵥ (M *ᵥ v j) := by
        rw [Matrix.mul_assoc, Matrix.mul_apply]
        rfl
      rw [h, hc, dotProduct_smul, hv, if_neg hij, smul_zero]
    exact ⟨W, Matrix.mem_unitaryGroup_iff'.2 hW,
      hdiag A fun j => let ⟨a, _, ha, _⟩ := hev j; ⟨a, ha⟩,
      hdiag B fun j => let ⟨_, b, _, hb⟩ := hev j; ⟨b, hb⟩⟩
  · rintro ⟨W, hW, hWA, hWB⟩
    have h : W * Wᴴ = 1 := Matrix.mem_unitaryGroup_iff.1 hW
    have back : ∀ M : Matrix (Fin n) (Fin n) ℂ, W * (Wᴴ * M * W) * Wᴴ = M := fun M =>
      calc W * (Wᴴ * M * W) * Wᴴ = (W * Wᴴ) * M * (W * Wᴴ) := by noncomm_ring
        _ = M := by rw [h, one_mul, mul_one]
    -- diagonal matrices commute
    have hcomm : (Wᴴ * A * W) * (Wᴴ * B * W) = (Wᴴ * B * W) * (Wᴴ * A * W) := by
      rw [← Matrix.IsDiag.diagonal_diag hWA, ← Matrix.IsDiag.diagonal_diag hWB,
        Matrix.diagonal_mul_diagonal, Matrix.diagonal_mul_diagonal]
      exact congrArg Matrix.diagonal (funext fun i => mul_comm _ _)
    rw [conj_mul_conj hW, conj_mul_conj hW] at hcomm
    rw [← back (A * B), hcomm, back]
```

In the first half, `hdiag` is the matrix-element calculation, used once for each observable. In the second half, `hcomm` says that the diagonal forms commute, and `back` undoes the change of basis.

In words, the theorem says: for every $n$ and all Hermitian $A$ and $B$ of that size, $AB=BA$ holds if and only if there is a unitary $W$ for which both transformed matrices are diagonal. The hypotheses `hA` and `hB` express Hermiticity, and the same $W$ must serve both matrices. Degenerate eigenvalues are allowed. The statement concerns two finite matrices; it does not treat operators on infinite-dimensional spaces, such as position and momentum.

For a quantum system with a finite-dimensional state space, this is the condition for two observables to share an orthonormal eigenbasis, whose states can carry a definite value of each. Two different basis states may still carry the same pair of values.

## Without Hermiticity

Keep $A=1$ and replace $B$ by

$$N=\begin{pmatrix}0&1\\0&0\end{pmatrix}.$$

The matrices commute, but $N$ is not Hermitian. If a unitary $W$ gave a diagonal $D=W^\dagger NW$, then $D^2=W^\dagger N^2W=0$. Hence $D=0$ and $N=WDW^\dagger=0$, which is false.

The step that breaks is the one about orthogonality. The vector $e_0=(1,0)$ is an eigenvector of $N$, and $e_1=(0,1)$ is orthogonal to it, yet $Ne_1=e_0$. The two-by-two examples are worked out here in the prose only; the code does not contain them.

## Distinct eigenvalues leave no choice to make

Suppose a unitary $W$ already diagonalises $A$, with distinct diagonal entries $d_i=(W^\dagger AW)_{ii}$. Let $AB=BA$ and write $C=W^\dagger BW$. Comparing the $(i,j)$ entries of the two products of $W^\dagger AW$ and $C$ gives

$$d_iC_{ij}=C_{ij}d_j,\qquad\text{so}\qquad (d_i-d_j)\,C_{ij}=0.$$

For $i\neq j$ the first factor is nonzero, hence $C_{ij}=0$ and $W$ diagonalises $B$ too.

```lean
/-- If a unitary `W` diagonalises `A` with distinct diagonal entries, then `W` diagonalises
every matrix that commutes with `A`. -/
theorem diagonalizes_of_nondegenerate {n : ℕ} {A B W : Matrix (Fin n) (Fin n) ℂ}
    (hW : W ∈ Matrix.unitaryGroup (Fin n) ℂ) (hWA : Diagonalizes W A)
    (hinj : Function.Injective fun i => (Wᴴ * A * W) i i) (hAB : A * B = B * A) :
    Diagonalizes W B := by
  intro i j hij
  have h : (Wᴴ * A * W) * (Wᴴ * B * W) = (Wᴴ * B * W) * (Wᴴ * A * W) := by
    rw [conj_mul_conj hW, conj_mul_conj hW, hAB]
  rw [← Matrix.IsDiag.diagonal_diag hWA] at h
  have hij' := congrFun (congrFun h i) j
  rw [Matrix.diagonal_mul, Matrix.mul_diagonal, Matrix.diag_apply, Matrix.diag_apply] at hij'
  -- the matrix element is multiplied by a nonzero difference of eigenvalues
  have hz : ((Wᴴ * A * W) i i - (Wᴴ * A * W) j j) * (Wᴴ * B * W) i j = 0 := by
    linear_combination hij'
  exact (mul_eq_zero.1 hz).resolve_left fun h0 => hij (hinj (sub_eq_zero.1 h0))

end SimultaneousEigenvectors
```

The hypothesis `hinj` says that the diagonal entries are distinct, which physically means that $A$ has no degenerate levels. Neither matrix has to be Hermitian here. The equation `hz` is the displayed product, and the last line rules out its first factor.

For a finite Hamiltonian matrix without degeneracies, the eigenvectors found by diagonalisation are therefore also eigenvectors of every symmetry matrix that commutes with it. With degeneracies this can fail, as the opening pair shows with $W=1$; one remedy is to diagonalise the second observable within each degenerate eigenspace of the first.

```lean
#print axioms SimultaneousEigenvectors.commute_iff_simultaneously_diagonalizable
#print axioms SimultaneousEigenvectors.diagonalizes_of_nondegenerate
```

```
'SimultaneousEigenvectors.commute_iff_simultaneously_diagonalizable' depends on axioms: [propext, Classical.choice, Quot.sound]
'SimultaneousEigenvectors.diagonalizes_of_nondegenerate' depends on axioms: [propext, Classical.choice, Quot.sound]
```
